# The radiation drag factor $r - w r'/3$ is positive for the Planck spectrum and, among differentiable spectra, vanishes identically only for $C w^3$

To get the friction on a slow two-level atom moving through isotropic radiation, I take the spectral energy density $r(w)$ at frequency $w$, form $D(w) = r(w) - w\,r'(w)/3$ at the atomic resonance, and multiply it by the absorption coefficient, the population difference of the two levels, the velocity and a positive constant. For $r(w) = w^3/(e^w - 1)$ I find $D = w^4 e^w / \big(3(e^w-1)^2\big)$, which is positive, so in thermal radiation the mean force on a moving atom with more population in the lower level than in the upper one opposes its velocity. I also believe that a differentiable spectrum gives no drag at any $w > 0$ exactly when it is a constant times $w^3$. Can both claims be derived rigorously and machine-checked, with the assumptions on $r$ visible?

## The drag factor measures the slope of $r/w^3$

Both claims hold as statements about the factor $D$, the second for spectra differentiable at every $w > 0$, and both come from one identity: $D$ is, up to a negative weight, the derivative of $r/w^3$.

The form of $D$ comes from the Doppler shift. Write $r = A w^3 n$, with $A$ a constant and $n$ the occupation per mode. An atom with speed $v$ sees, for light travelling at angle $\theta$ to its velocity, the occupation $n\big(w(1 + (v/c)\cos\theta)\big)$ to first order in $v/c$, where $c$ is the speed of light. Averaging $\cos\theta$ times $A w^3 n$ over directions gives $(v/c)\,A w^4 n'/3$, which by the first step below is $-(v/c) D$. This argument is physical input only; the Lean file takes $D$ as a definition and proves statements about that expression.

First, the cubic prefactor drops out. From $r' = 3A w^2 n + A w^3 n'$ follows $w r'/3 = A w^3 n + A w^4 n'/3$, so
$$D = -\tfrac13 A w^4 n'.$$

For the Planck spectrum, $n = 1/(e^{\beta w} - 1)$ with $\beta > 0$ the inverse temperature. The chain rule gives $n' = -\beta e^{\beta w}/(e^{\beta w}-1)^2$. Since $n + 1 = e^{\beta w}/(e^{\beta w}-1)$, the product $n(n+1)$ equals $e^{\beta w}/(e^{\beta w}-1)^2$, and $n' = -\beta n(n+1)$. Therefore
$$D = \tfrac13 A\beta w^4\, n(n+1) = \frac{A\beta w^4 e^{\beta w}}{3\,(e^{\beta w}-1)^2}.$$
For $w > 0$ one has $e^{\beta w} \ge 1 + \beta w > 1$, so the denominator is positive, and $D > 0$ when $A > 0$. Your formula is the case $A = \beta = 1$.

For a general $r$ differentiable at $w > 0$, the quotient rule gives
$$\Big(\frac{r}{w^3}\Big)' = \frac{r' w^3 - 3 w^2 r}{w^6} = \frac{w r' - 3r}{w^4} = -\frac{3D}{w^4}.$$
If $D = 0$ on the whole half-line, $r/w^3$ has zero derivative on an interval and equals a constant $C$. Conversely, $r = C w^3$ gives $w r'/3 = C w^3 = r$, so $D = 0$. The same identity shows that $D \ge 0$ everywhere on $w > 0$ exactly when $r/w^3$ is non-increasing there. For a power law $r = C w^p$ with real exponent $p$, $w r'/3 = (p/3)\, C w^p$, so $D = C(1 - p/3)\,w^p$. With $C > 0$ this is positive for $p < 3$, which includes the Rayleigh–Jeans exponent $p = 2$, zero at $p = 3$ and negative above.

## The Lean file

```lean
import Mathlib

open Real Set Filter Topology

namespace EinsteinRadiationDrag

noncomputable section

/-- The drag factor `r(w) - w r'(w) / 3` of a spectral energy density `r` at frequency `w`. -/
def dragFactor (r : ℝ → ℝ) (w : ℝ) : ℝ := r w - w * deriv r w / 3

/-- The Planck spectrum `A w³ / (exp (β w) - 1)` with prefactor `A` and inverse
temperature `β`. -/
def planck (A β w : ℝ) : ℝ := A * w ^ 3 / (exp (β * w) - 1)

/-- The Bose occupation `1 / (exp (β w) - 1)` at inverse temperature `β`. -/
def bose (β w : ℝ) : ℝ := (exp (β * w) - 1)⁻¹

/-- The reduced spectrum `r(w) / w³`. -/
def reduced (r : ℝ → ℝ) (w : ℝ) : ℝ := r w / w ^ 3

/-- A spectrum `A w³ n(w)` with `n` differentiable at `w` has drag factor `-A w⁴ n'(w) / 3`. -/
theorem dragFactor_cubic_mul (A : ℝ) {n : ℝ → ℝ} {n' w : ℝ} (hn : HasDerivAt n n' w) :
    dragFactor (fun x => A * x ^ 3 * n x) w = -(A * w ^ 4 * n') / 3 := by
  have h1 : HasDerivAt (fun x : ℝ => A * x ^ 3) (A * (3 * w ^ 2)) w :=
    ((hasDerivAt_pow 3 w).const_mul A).congr_deriv (by norm_num)
  have h : HasDerivAt (fun x => A * x ^ 3 * n x)
      (A * (3 * w ^ 2) * n w + A * w ^ 3 * n') w := h1.fun_mul hn
  -- the derivative of the cubic prefactor cancels the term `r(w)`
  simp only [dragFactor, h.deriv]
  ring

/-- For `β, w > 0` the Bose occupation `n` has frequency derivative `-β n (n + 1)`. -/
theorem bose_hasDerivAt {β w : ℝ} (hβ : 0 < β) (hw : 0 < w) :
    HasDerivAt (bose β) (-β * bose β w * (bose β w + 1)) w := by
  have hne : exp (β * w) - 1 ≠ 0 := by
    have h1 := Real.add_one_le_exp (β * w)
    have h2 := mul_pos hβ hw
    exact ne_of_gt (by linarith)
  have h1 : HasDerivAt (fun x => exp (β * x) - 1) (exp (β * w) * β) w :=
    (((hasDerivAt_id' w).const_mul β).exp.sub_const 1).congr_deriv (by ring)
  have h2 : HasDerivAt (fun x => (exp (β * x) - 1)⁻¹)
      (-(exp (β * w) * β) / (exp (β * w) - 1) ^ 2) w := h1.inv hne
  have h3 : -(exp (β * w) * β) / (exp (β * w) - 1) ^ 2
      = -β * bose β w * (bose β w + 1) := by
    unfold bose
    generalize exp (β * w) = e at hne ⊢
    field_simp
    ring
  exact h2.congr_deriv h3

/-- For `β, w > 0` the drag factor of the Planck spectrum is `A β w⁴ n (n + 1) / 3`, with `n`
the Bose occupation. -/
theorem dragFactor_planck_bose (A : ℝ) {β w : ℝ} (hβ : 0 < β) (hw : 0 < w) :
    dragFactor (planck A β) w = A * β * w ^ 4 * (bose β w * (bose β w + 1)) / 3 := by
  have h : planck A β = fun x => A * x ^ 3 * bose β x := by
    funext x
    simp only [planck, bose, div_eq_mul_inv]
  rw [h, dragFactor_cubic_mul A (bose_hasDerivAt hβ hw)]
  ring

/-- For `β, w > 0` the drag factor of the Planck spectrum is
`A β w⁴ exp (β w) / (3 (exp (β w) - 1)²)`. -/
theorem dragFactor_planck (A : ℝ) {β w : ℝ} (hβ : 0 < β) (hw : 0 < w) :
    dragFactor (planck A β) w
      = A * β * w ^ 4 * exp (β * w) / (3 * (exp (β * w) - 1) ^ 2) := by
  have hne : exp (β * w) - 1 ≠ 0 := by
    have h1 := Real.add_one_le_exp (β * w)
    have h2 := mul_pos hβ hw
    exact ne_of_gt (by linarith)
  rw [dragFactor_planck_bose A hβ hw]
  unfold bose
  generalize exp (β * w) = e at hne ⊢
  field_simp
  ring

/-- For `A, β > 0` the drag factor of the Planck spectrum is positive at every `w > 0`. -/
theorem dragFactor_planck_pos {A β w : ℝ} (hA : 0 < A) (hβ : 0 < β) (hw : 0 < w) :
    0 < dragFactor (planck A β) w := by
  have hpos : 0 < exp (β * w) - 1 := by
    have h1 := Real.add_one_le_exp (β * w)
    have h2 := mul_pos hβ hw
    linarith
  rw [dragFactor_planck A hβ hw]
  exact div_pos (by positivity) (mul_pos (by norm_num) (pow_pos hpos 2))

/-- Where `r` is differentiable and `w > 0`, the reduced spectrum `r / w³` has derivative
`-3 D / w⁴`, with `D` the drag factor of `r`. -/
theorem reduced_hasDerivAt {r : ℝ → ℝ} {w : ℝ} (hr : DifferentiableAt ℝ r w) (hw : 0 < w) :
    HasDerivAt (reduced r) (-3 * dragFactor r w / w ^ 4) w := by
  have hne : w ≠ 0 := hw.ne'
  have hp : HasDerivAt (fun x : ℝ => x ^ 3) (3 * w ^ 2) w :=
    (hasDerivAt_pow 3 w).congr_deriv (by norm_num)
  have h : HasDerivAt (fun x => r x / x ^ 3)
      ((deriv r w * w ^ 3 - r w * (3 * w ^ 2)) / (w ^ 3) ^ 2) w :=
    hr.hasDerivAt.fun_div hp (pow_ne_zero 3 hne)
  have h3 : (deriv r w * w ^ 3 - r w * (3 * w ^ 2)) / (w ^ 3) ^ 2
      = -3 * dragFactor r w / w ^ 4 := by
    unfold dragFactor
    field_simp
    ring
  exact h.congr_deriv h3

/-- A spectrum differentiable on `w > 0` has zero drag factor at all `w > 0` exactly when
`r(w) = C w³` there for some constant `C`. -/
theorem dragFactor_eq_zero_iff {r : ℝ → ℝ} (hr : DifferentiableOn ℝ r (Ioi 0)) :
    (∀ w, 0 < w → dragFactor r w = 0) ↔ ∃ C : ℝ, ∀ w, 0 < w → r w = C * w ^ 3 := by
  have hd : ∀ w, 0 < w → HasDerivAt (reduced r) (-3 * dragFactor r w / w ^ 4) w :=
    fun w hw => reduced_hasDerivAt (hr.differentiableAt (Ioi_mem_nhds hw)) hw
  constructor
  · intro h0
    -- `r / w³` has zero derivative on the half line, hence is constant
    have hdiff : DifferentiableOn ℝ (reduced r) (Ioi 0) :=
      fun w hw => (hd w hw).differentiableAt.differentiableWithinAt
    have hzero : (Ioi (0 : ℝ)).EqOn (deriv (reduced r)) 0 := by
      intro w hw
      rw [(hd w hw).deriv, h0 w hw]
      simp
    obtain ⟨C, hC⟩ :=
      isOpen_Ioi.exists_is_const_of_deriv_eq_zero isPreconnected_Ioi hdiff hzero
    refine ⟨C, fun w hw => ?_⟩
    have h1 : r w / w ^ 3 = C := hC w hw
    exact (div_eq_iff (pow_ne_zero 3 hw.ne')).1 h1
  · rintro ⟨C, hC⟩ w hw
    -- near `w` the spectrum coincides with the cubic
    have hev : r =ᶠ[𝓝 w] fun x => C * x ^ 3 := by
      filter_upwards [Ioi_mem_nhds hw] with x hx using hC x hx
    have h1 : HasDerivAt (fun x : ℝ => C * x ^ 3) (C * (3 * w ^ 2)) w :=
      ((hasDerivAt_pow 3 w).const_mul C).congr_deriv (by norm_num)
    unfold dragFactor
    rw [hev.deriv_eq, h1.deriv, hC w hw]
    ring

/-- A spectrum differentiable on `w > 0` has nonnegative drag factor at all `w > 0` exactly
when the reduced spectrum `r / w³` is non-increasing there. -/
theorem dragFactor_nonneg_iff {r : ℝ → ℝ} (hr : DifferentiableOn ℝ r (Ioi 0)) :
    (∀ w, 0 < w → 0 ≤ dragFactor r w) ↔ AntitoneOn (reduced r) (Ioi 0) := by
  have hd : ∀ w, 0 < w → HasDerivAt (reduced r) (-3 * dragFactor r w / w ^ 4) w :=
    fun w hw => reduced_hasDerivAt (hr.differentiableAt (Ioi_mem_nhds hw)) hw
  constructor
  · intro h0
    have hdiff : DifferentiableOn ℝ (reduced r) (Ioi 0) :=
      fun w hw => (hd w hw).differentiableAt.differentiableWithinAt
    refine antitoneOn_of_deriv_nonpos (convex_Ioi 0) hdiff.continuousOn
      (hdiff.mono interior_subset) ?_
    intro w hw
    have hw' : 0 < w := interior_subset (s := Ioi (0 : ℝ)) hw
    have h1 := h0 w hw'
    rw [(hd w hw').deriv]
    exact div_nonpos_of_nonpos_of_nonneg (by linarith) (by positivity)
  · intro ha w hw
    -- a non-increasing function has nonpositive derivative
    have h1 : derivWithin (reduced r) (Ioi 0) w ≤ 0 := ha.derivWithin_nonpos
    rw [derivWithin_of_isOpen isOpen_Ioi (mem_Ioi.2 hw), (hd w hw).deriv] at h1
    by_contra hneg
    have h2 : dragFactor r w < 0 := not_le.1 hneg
    have h3 : 0 < -3 * dragFactor r w / w ^ 4 := div_pos (by linarith) (by positivity)
    linarith

/-- The power-law spectrum `C w^p` with real exponent `p` has drag factor
`C (1 - p / 3) w^p` at every `w > 0`. -/
theorem dragFactor_power_law (C p : ℝ) {w : ℝ} (hw : 0 < w) :
    dragFactor (fun x => C * x ^ p) w = C * (1 - p / 3) * w ^ p := by
  have hne : w ≠ 0 := hw.ne'
  have h : HasDerivAt (fun x : ℝ => C * x ^ p) (C * (p * w ^ (p - 1))) w :=
    (Real.hasDerivAt_rpow_const (Or.inl hne)).const_mul C
  -- `w · w^(p-1) = w^p`
  have hm : w * w ^ (p - 1) = w ^ p := by
    rw [Real.rpow_sub_one hne p]
    field_simp
  simp only [dragFactor, h.deriv]
  linear_combination (-(C * p) / 3) * hm

end

end EinsteinRadiationDrag
```
```lean
#print axioms EinsteinRadiationDrag.dragFactor_planck_pos
#print axioms EinsteinRadiationDrag.dragFactor_eq_zero_iff
#print axioms EinsteinRadiationDrag.dragFactor_nonneg_iff
#print axioms EinsteinRadiationDrag.dragFactor_power_law
```

```
'EinsteinRadiationDrag.dragFactor_planck_pos' depends on axioms: [propext, Classical.choice, Quot.sound]
'EinsteinRadiationDrag.dragFactor_eq_zero_iff' depends on axioms: [propext, Classical.choice, Quot.sound]
'EinsteinRadiationDrag.dragFactor_nonneg_iff' depends on axioms: [propext, Classical.choice, Quot.sound]
'EinsteinRadiationDrag.dragFactor_power_law' depends on axioms: [propext, Classical.choice, Quot.sound]
```

## Spectra, constants and hypotheses

A spectrum is any function `r : ℝ → ℝ`. It is not required to be nonnegative or integrable. The theorems concern $w > 0$, except for the product-rule identity `dragFactor_cubic_mul`, which holds at every real $w$ where $n$ is differentiable. `dragFactor r w` is $D$, with `deriv r w` for $r'(w)$. `planck A β w` and `bose β w` are the Planck spectrum and the occupation, and `reduced r w` is $r/w^3$. The constant `A` stands for the mode density times the energy quantum with the power $w^3$ taken out; for angular frequency it is $\hbar/(\pi^2 c^3)$. The constant `β` then stands for $\hbar/(k_B T)$, with $T$ the temperature and $k_B$ Boltzmann's constant, so $\beta > 0$ means positive temperature.

`dragFactor_planck_bose` and `dragFactor_planck` give the two closed forms for every real `A` and for $\beta, w > 0$. `dragFactor_planck_pos` adds `0 < A` and concludes `0 < dragFactor (planck A β) w`. `dragFactor_eq_zero_iff` assumes `DifferentiableOn ℝ r (Ioi 0)`, where `Ioi 0` is the open half-line $w > 0$, and says that $D$ vanishes at all $w > 0$ if and only if one real $C$, of either sign or zero, satisfies $r(w) = C w^3$ at all $w > 0$. Continuity of $r'$ is not assumed. `dragFactor_nonneg_iff` has the same hypothesis, and `AntitoneOn (reduced r) (Ioi 0)` means that $0 < w_1 \le w_2$ implies $r(w_2)/w_2^3 \le r(w_1)/w_1^3$. In `dragFactor_power_law` the exponent `p` is real, so `x ^ p` is the real power.

The differentiability hypothesis does real work because `deriv` returns $0$ where a function has no derivative: the spectrum equal to $w^3$ below $w = 1$ and to $0$ from $w = 1$ on would get $D = 0$ even at the jump, although it is not a single cubic.

The name Einstein in the namespace points to the whole friction force, which Einstein balanced against the momentum fluctuations of the atom. The theorems concern the spectral factor alone: transition coefficients, level populations, line width, the fluctuation term and higher orders in $v/c$ do not appear. For the quantum radiation field, in the model of a slow two-level atom in an isotropic field at first order in $v/c$, the result means that the occupation enters the factor $D$ only through its slope (the population difference, a separate factor in the force, can still depend on $n$ itself); adding a constant such as the zero-point $\tfrac12$ to $n$ leaves $n'$ as it is.

## From the product rule to the constancy of $r/w^3$

`dragFactor_cubic_mul` is the first step. Its hypothesis `HasDerivAt n n' w` says that $n$ has the derivative $n'$ at $w$. The proof differentiates $A x^3$ in `h1`, applies the product rule by `h1.fun_mul hn`, and `ring` performs the cancellation of $A w^3 n$.

`bose_hasDerivAt` first shows $e^{\beta w} - 1 \ne 0$ from `Real.add_one_le_exp`, the bound $1 + x \le e^x$. Then `h1` is the chain rule and `h1.inv hne` the derivative of the reciprocal. In `h3`, `generalize` replaces $e^{\beta w}$ by a variable $e$ with $e - 1 \neq 0$, after which $-e\beta/(e-1)^2 = -\beta n(n+1)$ is an identity of fractions. `dragFactor_planck_bose` writes the Planck spectrum as $A x^3 n(x)$ and combines the two lemmas, `dragFactor_planck` rewrites $n(n+1)$ with the same substitution, and `dragFactor_planck_pos` checks the signs of numerator and denominator.

`reduced_hasDerivAt` is the quotient rule, through `fun_div`, followed by the simplification to $-3D/w^4$. In the forward half of `dragFactor_eq_zero_iff`, `hzero` states that $(r/w^3)'$ vanishes on the half-line, and `isOpen_Ioi.exists_is_const_of_deriv_eq_zero` supplies $C$. It takes `isPreconnected_Ioi` as an argument, since on a set in two pieces the constant could differ from piece to piece. In `dragFactor_nonneg_iff`, `antitoneOn_of_deriv_nonpos` turns a nonpositive derivative on a convex set into monotone decrease; the converse takes the sign of the derivative from `ha.derivWithin_nonpos` and rules out $D < 0$, which would make $-3D/w^4$ positive. `dragFactor_power_law` uses the power rule and $w \cdot w^{p-1} = w^p$, recorded as `hm`.

## Neighbourhoods turn half-line facts into derivatives

The hypotheses describe $r$ only on $w > 0$, while `deriv r w` is a two-sided derivative of a function on all of $\mathbb{R}$. The neighbourhood filter `𝓝 w` bridges the two. It is the collection of sets that contain an open interval around $w$, and `Ioi_mem_nhds hw` says that the half-line belongs to it when $w > 0$.

This fact is used twice in `dragFactor_eq_zero_iff`. `DifferentiableOn` speaks of limits taken within the half-line, and `hr.differentiableAt (Ioi_mem_nhds hw)` upgrades it to ordinary differentiability at $w$, because all points close to $w$ lie in the half-line. In the backward half, $r$ and $C x^3$ need not agree as functions on $\mathbb{R}$, so one cannot be substituted for the other. The proof states instead `r =ᶠ[𝓝 w] fun x => C * x ^ 3`, equality on some neighbourhood of $w$. The tactic `filter_upwards` reduces this to checking equality at each $x > 0$, which is the hypothesis `hC`, and `hev.deriv_eq` concludes that the two derivatives at $w$ coincide. This is the step taken silently when one differentiates "$r = C w^3$ for $w > 0$", and it relies on the half-line being open.
